# Powers of the Distance That Are Harmonic Away from the Origin

A function will be called harmonic off the origin if it is twice continuously differentiable at every x ≠ 0 and its Laplacian vanishes there. The smoothness condition matters in Lean, where `deriv` returns 0 if no derivative exists: a vanishing sum of second derivatives would not by itself show that the function has any. The Laplacian is the sum of second derivatives along the coordinate lines.

Write r = ‖x‖ for the Euclidean length of x in R^d, x_i for its coordinates with i = 0, …, d−1, e_i for the unit vector along axis i, ∂_i for the derivative along that axis, and Δ for the Laplacian. For real s and x ≠ 0,

Δ r^s = s(s + d − 2) r^(s−2).

If d ≥ 1, it follows that r^s is harmonic off the origin exactly when s = 0 or s = 2 − d.

## From the gradient to the Laplacian

Along a line parallel to axis i,

‖x + t e_i‖² = r² + 2 x_i t + t².

The derivative at t = 0 is 2x_i. Since r > 0, the square root can be differentiated:

∂_i r = 2x_i / (2r) = x_i / r.

The chain rule then gives

∂_i r^s = s r^(s−1) · x_i / r = s r^(s−2) x_i.

The gradient is thus the constant s times a power of r times the vector x. For any real p, the product rule gives

∂_i (r^p x_i) = p r^(p−2) x_i² + r^p.

Summing over i, with Σ_i x_i² = r², yields the divergence

Σ_i ∂_i (r^p x_i) = p r^p + d r^p = (p + d) r^p.

Setting p = s − 2 and multiplying by s gives the Laplacian. At a point with r = 1 it equals s(s + d − 2), so harmonicity forces one factor to vanish. Conversely, either exponent makes the Laplacian zero at every x ≠ 0, and r^s is smooth there because r is smooth and positive.

In one dimension the exponents are 0 and 1, the latter giving |x|. In two dimensions they coincide, and only the constant is left among the powers. The logarithm supplies a non-constant radial solution: its gradient is r^(−2) x, so the divergence formula with p = −2 gives

Δ log r = (d − 2) / r².

For a numerical case, take d = 3 and x = (1, 2, 2), so r = 3. The second derivatives of 1/r are (3x_i² − r²)/r⁵, that is −6/243, 3/243 and 3/243, with sum 0. For r itself they are 8/27, 5/27 and 5/27, with sum 2/3, as the formula gives for s = 1.

In a simulation code that needs second derivatives of a pair energy r^s, let x be the separation vector of the two particles. The Hessian with respect to x has entries

H_ij = s r^(s−2) δ_ij + s(s − 2) r^(s−4) x_i x_j,

where δ_ij is 1 for i = j and 0 otherwise. Its trace is the Laplacian above. For bare, unscreened point charges in three dimensions the trace must vanish at nonzero separation, which gives a simple check on the code; for r^(−6) it is 30 r^(−8).

## Coordinate-line derivatives and harmonicity

The development works over Mathlib.

```lean
import Mathlib

open Topology

namespace PowerLawPotentials

noncomputable section
```

Positions are vectors with d real coordinates and the Euclidean norm.

```lean
/-- Euclidean space of dimension `d`. -/
abbrev Space (d : ℕ) := EuclideanSpace ℝ (Fin d)
```

The partial derivative restricts `f` to the line through x along axis i and differentiates at t = 0. Here `EuclideanSpace.single i 1` is e_i.

```lean
variable {d : ℕ}

/-- The partial derivative of `f` at `x` along the `i`-th Cartesian axis. -/
def partialDeriv (i : Fin d) (f : Space d → ℝ) (x : Space d) : ℝ :=
  deriv (fun t : ℝ => f (x + t • EuclideanSpace.single i (1 : ℝ))) 0
```

Applying the same operation twice for each axis and summing gives the Laplacian. No mixed derivatives enter.

```lean
/-- The Laplacian: the sum of the unmixed second partial derivatives. -/
def laplacian (f : Space d → ℝ) (x : Space d) : ℝ :=
  ∑ i, partialDeriv i (partialDeriv i f) x
```

The set `{0}ᶜ` is space without the origin, and `ContDiffOn ℝ 2` is the smoothness condition.

```lean
/-- A function is harmonic off the origin if it is twice continuously differentiable there
and its Laplacian vanishes at every nonzero point. -/
def HarmonicOffOrigin (f : Space d → ℝ) : Prop :=
  ContDiffOn ℝ 2 f {0}ᶜ ∧ ∀ x, x ≠ 0 → laplacian f x = 0
```

## Differentiating the distance

The first lemma expands the squared norm through the inner product.

```lean
/-- The squared distance from the origin along a line parallel to the `i`-th axis. -/
theorem norm_sq_line (x : Space d) (i : Fin d) (t : ℝ) :
    ‖x + t • EuclideanSpace.single i (1 : ℝ)‖ ^ 2 = ‖x‖ ^ 2 + 2 * x i * t + t ^ 2 := by
  rw [norm_add_sq_real, inner_smul_right, EuclideanSpace.inner_single_right, norm_smul,
    PiLp.norm_single]
  simp only [Real.norm_eq_abs, sq_abs, abs_one, one_mul, mul_one, conj_trivial]
  ring
```

The next lemma differentiates that quadratic and takes the square root; the hypothesis `hx` keeps the root away from zero. `HasDerivAt` states that the derivative exists and has the given value.

```lean
/-- Away from the origin, the distance `r` has partial derivatives `x_i / r`. -/
theorem hasDerivAt_norm {x : Space d} (hx : x ≠ 0) (i : Fin d) :
    HasDerivAt (fun t : ℝ => ‖x + t • EuclideanSpace.single i (1 : ℝ)‖) (x i / ‖x‖) 0 := by
  have hq : HasDerivAt (fun t : ℝ => ‖x + t • EuclideanSpace.single i (1 : ℝ)‖ ^ 2)
      (2 * x i) 0 := by
    simp only [norm_sq_line]
    have h := (((hasDerivAt_id' (0 : ℝ)).const_mul (2 * x i)).const_add (‖x‖ ^ 2)).fun_add
      ((hasDerivAt_id' (0 : ℝ)).fun_pow 2)
    exact h.congr_deriv (by simp)
  -- the distance is the square root of the squared distance
  have e : ∀ y : Space d, Real.sqrt (‖y‖ ^ 2) = ‖y‖ := fun y => Real.sqrt_sq (norm_nonneg y)
  have h := hq.sqrt (by simpa using hx)
  simp only [e, zero_smul, add_zero] at h
  exact h.congr_deriv (mul_div_mul_left _ _ two_ne_zero)
```

The chain rule for real powers gives the gradient of r^s. The auxiliary identity `hp` splits r^(s−1) into r^(s−2) · r, so that the factor 1/r cancels.

```lean
/-- Away from the origin, the gradient of `r ^ s` is the central field `s r ^ (s - 2) x`. -/
theorem hasDerivAt_norm_rpow {x : Space d} (hx : x ≠ 0) (i : Fin d) (s : ℝ) :
    HasDerivAt (fun t : ℝ => ‖x + t • EuclideanSpace.single i (1 : ℝ)‖ ^ s)
      (s * (‖x‖ ^ (s - 2) * x i)) 0 := by
  have hn : ‖x‖ ≠ 0 := norm_ne_zero_iff.mpr hx
  have h := (hasDerivAt_norm hx i).rpow_const (p := s) (Or.inl (by simpa using hx))
  simp only [zero_smul, add_zero] at h
  have hp : ‖x‖ ^ (s - 1) = ‖x‖ ^ (s - 2) * ‖x‖ := by
    rw [← Real.rpow_add_one hn]
    congr 1
    ring
  have hc : x i / ‖x‖ * ‖x‖ = x i := div_mul_cancel₀ _ hn
  refine h.congr_deriv ?_
  rw [hp]
  linear_combination (s * ‖x‖ ^ (s - 2)) * hc
```

## The divergence of a central field

The product rule is applied to r^p and the coordinate x_i, whose derivative along its own axis is 1.

```lean
/-- The derivative of the `i`-th component of the central field `r ^ p x` along the
`i`-th axis, away from the origin. -/
theorem hasDerivAt_central {x : Space d} (hx : x ≠ 0) (i : Fin d) (p : ℝ) :
    HasDerivAt (fun t : ℝ => ‖x + t • EuclideanSpace.single i (1 : ℝ)‖ ^ p *
        (x + t • EuclideanSpace.single i (1 : ℝ)) i)
      (p * (‖x‖ ^ (p - 2) * x i ^ 2) + ‖x‖ ^ p) 0 := by
  have hc : HasDerivAt (fun t : ℝ => (x + t • EuclideanSpace.single i (1 : ℝ)) i) 1 0 := by
    have e : (fun t : ℝ => (x + t • EuclideanSpace.single i (1 : ℝ)) i)
        = fun t => x i + t := by
      funext t
      simp
    rw [e]
    exact (hasDerivAt_id' (0 : ℝ)).const_add (x i)
  have h := (hasDerivAt_norm_rpow hx i p).fun_mul hc
  simp only [zero_smul, add_zero] at h
  exact h.congr_deriv (by ring)
```

Summation uses `hs`, which is Σ_i x_i² = r², and `hp`, which combines the powers. The d copies of r^p supply the dimension in the result.

```lean
/-- Away from the origin, the central field `r ^ p x` has divergence `(p + d) r ^ p`. -/
theorem divergence_central {x : Space d} (hx : x ≠ 0) (p : ℝ) :
    ∑ i, partialDeriv i (fun y => ‖y‖ ^ p * y i) x = (p + d) * ‖x‖ ^ p := by
  have h : ∀ i, partialDeriv i (fun y => ‖y‖ ^ p * y i) x
      = p * (‖x‖ ^ (p - 2) * x i ^ 2) + ‖x‖ ^ p := fun i => (hasDerivAt_central hx i p).deriv
  have hs : ∑ i, x i ^ 2 = ‖x‖ ^ 2 := by simp [EuclideanSpace.norm_sq_eq, sq_abs]
  have hp : ‖x‖ ^ p = ‖x‖ ^ (p - 2) * ‖x‖ ^ 2 := by
    rw [← Real.rpow_natCast ‖x‖ 2, ← Real.rpow_add (norm_pos_iff.mpr hx)]
    congr 1
    push_cast
    ring
  simp only [h]
  rw [Finset.sum_add_distrib, ← Finset.mul_sum, ← Finset.mul_sum, hs]
  simp only [Finset.sum_const, Finset.card_univ, Fintype.card_fin, nsmul_eq_mul]
  linear_combination (-p) * hp
```

A second derivative at x depends on the first derivative at nearby points too. The following lemma therefore assumes the gradient formula at every nonzero point and uses continuity to show that a short step from x stays off the origin. The constant c multiplies the field and passes through to the Laplacian.

```lean
/-- If the gradient of `f` off the origin is the central field `c r ^ p x`, then the Laplacian
of `f` there is `c (p + d) r ^ p`. -/
theorem laplacian_of_central_gradient {f : Space d → ℝ} {c p : ℝ}
    (hf : ∀ y, y ≠ 0 → ∀ i, partialDeriv i f y = c * (‖y‖ ^ p * y i))
    {x : Space d} (hx : x ≠ 0) : laplacian f x = c * ((p + d) * ‖x‖ ^ p) := by
  unfold laplacian
  rw [← divergence_central hx p, Finset.mul_sum]
  refine Finset.sum_congr rfl fun i _ => ?_
  -- a short step along the axis does not reach the origin
  have hne : ∀ᶠ t in 𝓝 (0 : ℝ), x + t • EuclideanSpace.single i (1 : ℝ) ≠ 0 := by
    have hc : Continuous fun t : ℝ => x + t • EuclideanSpace.single i (1 : ℝ) := by fun_prop
    exact hc.continuousAt.eventually_ne (by simpa using hx)
  have h2 : HasDerivAt
      (fun t : ℝ => partialDeriv i f (x + t • EuclideanSpace.single i (1 : ℝ))) _ 0 :=
    ((hasDerivAt_central hx i p).const_mul c).congr_of_eventuallyEq
      (hne.mono fun t ht => hf _ ht i)
  exact h2.deriv.trans (congrArg (c * ·) (hasDerivAt_central hx i p).deriv.symm)
```

With c = s and p = s − 2, this is the stated formula.

```lean
/-- Away from the origin, the Laplacian of `r ^ s` is `s (s + d - 2) r ^ (s - 2)`. -/
theorem laplacian_norm_rpow {x : Space d} (hx : x ≠ 0) (s : ℝ) :
    laplacian (fun y : Space d => ‖y‖ ^ s) x = s * (s + d - 2) * ‖x‖ ^ (s - 2) := by
  have h := laplacian_of_central_gradient (f := fun y : Space d => ‖y‖ ^ s) (c := s)
    (p := s - 2) (fun y hy i => (hasDerivAt_norm_rpow hy i s).deriv) hx
  rw [h]
  ring
```

## Harmonic powers and the logarithm

In the classification, s is any real number and `2 - d` is a real subtraction. The hypothesis `1 ≤ d` supplies an axis, hence a unit vector at which to evaluate the Laplacian; in dimension zero there are no nonzero points to test. The converse proves smoothness from that of the norm and then substitutes each exponent.

```lean
/-- In dimension at least one, `r ^ s` is harmonic off the origin exactly when
`s = 0` or `s = 2 - d`. -/
theorem harmonic_norm_rpow_iff (hd : 1 ≤ d) (s : ℝ) :
    HarmonicOffOrigin (fun x : Space d => ‖x‖ ^ s) ↔ s = 0 ∨ s = 2 - d := by
  constructor
  · rintro ⟨_, h⟩
    -- evaluate the Laplacian at a unit vector
    have hx : EuclideanSpace.single (⟨0, hd⟩ : Fin d) (1 : ℝ) ≠ 0 :=
      norm_ne_zero_iff.mp (by rw [PiLp.norm_single]; simp)
    have h0 := h _ hx
    rw [laplacian_norm_rpow hx, PiLp.norm_single, norm_one, Real.one_rpow,
      mul_one] at h0
    rcases mul_eq_zero.mp h0 with h0 | h0
    · exact Or.inl h0
    · exact Or.inr (by linarith)
  · intro hs
    refine ⟨fun x hx => ?_, fun x hx => ?_⟩
    · have hx' : x ≠ 0 := hx
      have hn : ContDiffAt ℝ 2 (fun y : Space d => ‖y‖) x := contDiffAt_norm ℝ hx'
      exact (hn.rpow_const_of_ne (norm_ne_zero_iff.mpr hx')).contDiffWithinAt
    · rw [laplacian_norm_rpow hx]
      rcases hs with rfl | rfl <;> ring
```

Three dimensions and s = −1 give the Coulomb potential, without its charge and unit-dependent prefactor. The theorem concerns the region outside a single point charge and leaves out the source at the origin.

```lean
/-- The Coulomb potential `1 / r` in three dimensions is harmonic off the origin. -/
theorem coulomb_harmonic : HarmonicOffOrigin (fun x : Space 3 => ‖x‖⁻¹) := by
  have h := (harmonic_norm_rpow_iff (d := 3) (by norm_num) (-1)).mpr (Or.inr (by norm_num))
  simpa only [Real.rpow_neg_one] using h
```

For the logarithm, `hlap` obtains the Laplacian from the same central-field lemma, now with c = 1 and p = −2. A unit vector again turns harmonicity into an equation, this time for the dimension. The result covers the potential of a point charge in two-dimensional electrostatics, where Gauss's law holds within the plane, or of an infinite, straight, uniformly charged line seen in a plane perpendicular to it, up to a prefactor and an additive constant.

```lean
/-- In dimension at least one, the logarithmic potential `log r` is harmonic off the origin
exactly when `d = 2`. -/
theorem harmonic_log_norm_iff (hd : 1 ≤ d) :
    HarmonicOffOrigin (fun x : Space d => Real.log ‖x‖) ↔ d = 2 := by
  have hlap : ∀ x : Space d, x ≠ 0 →
      laplacian (fun y : Space d => Real.log ‖y‖) x = 1 * ((-2 + d) * ‖x‖ ^ (-2 : ℝ)) := by
    intro x hx
    refine laplacian_of_central_gradient (fun y hy i => ?_) hx
    have h := (hasDerivAt_norm hy i).log (by simpa using hy)
    simp only [zero_smul, add_zero] at h
    refine h.deriv.trans ?_
    rw [Real.rpow_neg (norm_nonneg y), Real.rpow_two]
    ring
  constructor
  · rintro ⟨_, h⟩
    have hx : EuclideanSpace.single (⟨0, hd⟩ : Fin d) (1 : ℝ) ≠ 0 :=
      norm_ne_zero_iff.mp (by rw [PiLp.norm_single]; simp)
    have h0 := h _ hx
    rw [hlap _ hx, PiLp.norm_single, norm_one, Real.one_rpow] at h0
    have h2 : (d : ℝ) = 2 := by linarith
    exact_mod_cast h2
  · intro h2
    refine ⟨fun x hx => ?_, fun x hx => ?_⟩
    · have hx' : x ≠ 0 := hx
      have hn : ContDiffAt ℝ 2 (fun y : Space d => ‖y‖) x := contDiffAt_norm ℝ hx'
      exact (hn.log (norm_ne_zero_iff.mpr hx')).contDiffWithinAt
    · have hc : (d : ℝ) = 2 := by exact_mod_cast h2
      rw [hlap x hx, hc]
      ring

end

end PowerLawPotentials
```

```lean
#print axioms PowerLawPotentials.coulomb_harmonic
#print axioms PowerLawPotentials.harmonic_log_norm_iff
```

```
'PowerLawPotentials.coulomb_harmonic' depends on axioms: [propext, Classical.choice, Quot.sound]
'PowerLawPotentials.harmonic_log_norm_iff' depends on axioms: [propext, Classical.choice, Quot.sound]
```
